# A chain of N ≥ 1 cosine bonds with end phases held at 0 and Ng + 2πk can have energy N(1 − cos g) in units of the coupling

A finite chain of N bonds joins N + 1 real phases, and each bond costs 1 − cos of the phase difference across it, in units of the coupling. The theorem `spiral_mem` states that, for N ≥ 1, real g and integer k, some choice of phases with ends 0 and Ng + 2πk has total energy N(1 − cos g); it does not say that this energy is the lowest. The proof takes the phase to be ig at each site i before the last, and sets the last phase to the prescribed end value. Every bond then costs 1 − cos g, the last one because the cosine has period 2π, and it remains to add up N equal terms.

The first attempt, which Lean rejects:

```lean
import Mathlib

open Real Finset Filter Topology

namespace SpiralMem

noncomputable section

/-- Energy of a chain of `N` bonds with phases `t 0, ..., t N`, in units of the coupling. -/
def twistEnergy (N : ℕ) (t : ℕ → ℝ) : ℝ :=
  ∑ i ∈ range N, (1 - cos (t (i + 1) - t i))

/-- The energies attainable when the end phases are held at `0` and `f`. -/
def twistEnergies (N : ℕ) (f : ℝ) : Set ℝ :=
  {E | ∃ t : ℕ → ℝ, t 0 = 0 ∧ t N = f ∧ twistEnergy N t = E}

/-- For `N ≥ 1` bonds, real `g` and integer `k`, the energy `N (1 - cos g)` is attainable when the
end phases are held at `0` and `N g + 2πk`. -/
theorem spiral_mem {N : ℕ} (hN : 1 ≤ N) (g : ℝ) (k : ℤ) :
    (N : ℝ) * (1 - cos g) ∈ twistEnergies N (N * g + k * (2 * π)) := by
  have hN0 : 0 < N := hN
  show ∃ t : ℕ → ℝ, t 0 = 0 ∧ t N = N * g + k * (2 * π) ∧ twistEnergy N t = N * (1 - cos g)
  refine ⟨fun i => if i < N then (i : ℝ) * g else N * g + k * (2 * π),
    by simp [hN0], by simp, ?_⟩
  unfold twistEnergy
  refine (sum_congr rfl fun i hi => ?_).trans
    (by simp : ∑ _i ∈ range N, (1 - cos g) = (N : ℝ) * (1 - cos g))
  have hi' := mem_range.1 hi
  rcases Nat.lt_or_ge (i + 1) N with h | h
  · have e : ((i + 1 : ℕ) : ℝ) * g - i * g = g := by push_cast; ring
    simp only [if_pos h, if_pos hi', e]
  · have hc : (N : ℝ) = i + 1 := by
      have : N = i + 1 := by omega
      exact_mod_cast this
    have e : (N : ℝ) * g + k * (2 * π) - i * g = g + k * (2 * π) := by rw [hc]; ring
    simp only [if_neg (not_lt_of_ge h), if_pos hi', e, cos_add_int_mul_two_pi]

end

end SpiralMem
```

The error:

```
Main.lean:27:5: error: unsolved goals
N : ℕ
hN : 1 ≤ N
g : ℝ
k : ℤ
hN0 : 0 < N
⊢ ↑N - ↑N * cos g = ↑N * (1 - cos g)
```

Diagnosis. The error is in the last step, the sum of N equal terms, which was left to `simp`. The goal that remains, `↑N - ↑N * cos g = ↑N * (1 - cos g)`, is true, but its two sides are written differently. On the left, `simp` had split the sum of differences into a difference of sums before evaluating each, so the factor `1 - cos g` was broken up. On the right the product stayed whole, since `simp` does not by default multiply out such a product, and so the two sides never met.

The repair replaces `simp` by three rewrites that keep the summand in one piece. `sum_const` turns the sum into the number of elements of `range N` times `1 - cos g`, as a natural-number multiple; `card_range` gives that number as `N`; and `nsmul_eq_mul` turns the multiple into the real product `(N : ℝ) * (1 - cos g)`. This is the right-hand side exactly, and `rw` closes the goal by reflexivity. The line break before the type ascription is mere tidying.

After these edits no error is left:

```diff
@@ -25,5 +25,6 @@
   unfold twistEnergy
   refine (sum_congr rfl fun i hi => ?_).trans
-    (by simp : ∑ _i ∈ range N, (1 - cos g) = (N : ℝ) * (1 - cos g))
+    (by rw [sum_const, card_range, nsmul_eq_mul] :
+      ∑ _i ∈ range N, (1 - cos g) = (N : ℝ) * (1 - cos g))
   have hi' := mem_range.1 hi
   rcases Nat.lt_or_ge (i + 1) N with h | h
```
